# Splitting a harmonic drive on a two-level system into two counter-rotating Fourier components

The theorem `drive_fourier` concerns the 2×2 matrix a(s cos(wt) σx + sin(wt) σy), a harmonic drive acting on a two-level system. It states that this matrix equals e^{iwt}F + e^{−iwt}G, where F = (a/2)(s σx − i σy) and G = (a/2)(s σx + i σy). The numbers a, s, w and t are arbitrary reals, so the drive is not restricted to circular polarisation, which for nonzero a requires s = ±1. The proof expands the exponentials by Euler's formula, replaces the cosine and sine by plain variables `c` and `d`, and compares the coefficients of σx and σy with `match_scalars`. Each comparison is to be closed by `ring` or, failing that, by a `linear_combination` that uses i² = −1.

The first attempt, which Lean rejects:

```lean
import Mathlib

open Matrix

namespace FloquetDiracGap

noncomputable section

/-- The Pauli matrix σx. -/
def σx : Matrix (Fin 2) (Fin 2) ℂ := !![0, 1; 1, 0]

/-- The Pauli matrix σy. -/
def σy : Matrix (Fin 2) (Fin 2) ℂ := !![0, -Complex.I; Complex.I, 0]

/-- The coupling to circularly polarised light of strength `a` and frequency `w` at time `t`. -/
def drive (s a w t : ℝ) : Matrix (Fin 2) (Fin 2) ℂ :=
  (a : ℂ) • (((s : ℂ) * (Real.cos (w * t) : ℂ)) • σx + (Real.sin (w * t) : ℂ) • σy)

/-- The Fourier component `F` of the drive. -/
def F (s a : ℝ) : Matrix (Fin 2) (Fin 2) ℂ :=
  ((a : ℂ) / 2) • ((s : ℂ) • σx - Complex.I • σy)

/-- The Fourier component `G` of the drive. -/
def G (s a : ℝ) : Matrix (Fin 2) (Fin 2) ℂ :=
  ((a : ℂ) / 2) • ((s : ℂ) • σx + Complex.I • σy)

/-- The drive is the sum of `F` and `G` rotating with opposite phases. -/
theorem drive_fourier (s a w t : ℝ) :
    drive s a w t = Complex.exp (((w * t : ℝ) : ℂ) * Complex.I) • F s a
      + Complex.exp (((-(w * t) : ℝ) : ℂ) * Complex.I) • G s a := by
  have key : ∀ x : ℝ, Complex.exp ((x : ℂ) * Complex.I)
      = (Real.cos x : ℂ) + (Real.sin x : ℂ) * Complex.I := fun x => by
    rw [Complex.exp_mul_I, Complex.ofReal_cos, Complex.ofReal_sin]
  rw [key, key, Real.cos_neg, Real.sin_neg, drive, F, G]
  generalize Real.cos (w * t) = c
  generalize Real.sin (w * t) = d
  rw [Complex.ofReal_neg]
  -- compare the coefficients of σx and σy
  match_scalars <;> first
    | ring
    | linear_combination ((a : ℂ) * d) * Complex.I_sq

end

end FloquetDiracGap
```

The error:

```
Try this:
  [apply] ring_nf
  
  The `ring` tactic failed to close the goal. Use `ring_nf` to obtain a normal form.
    
  Note that `ring` works primarily in *commutative* rings. If you have a noncommutative ring, abelian group or module, consider using `noncomm_ring`, `abel` or `module` instead.
Main.lean:30:66: error: unsolved goals
s a w t : ℝ
key : ∀ (x : ℝ), Complex.exp (↑x * Complex.I) = ↑(Real.cos x) + ↑(Real.sin x) * Complex.I
c d : ℝ
⊢ ↑a * ↑d = -(↑a * ↑d * Complex.I ^ 2)
```

The goal left over is `↑a * ↑d = -(↑a * ↑d * Complex.I ^ 2)`, the comparison of the σy coefficients. It is true because i² = −1, but `ring` does not use that fact: it treats `Complex.I` as it would any variable.

The second alternative, `linear_combination`, supplies the fact through `Complex.I_sq`, but it was never run. When `ring` cannot close a goal, it falls back on `ring_nf`, which is what the "Try this" message reports. Here `ring_nf` rewrote the goal without closing it, and that counts as success. `first` moves on only when an alternative fails, so it stopped there, and the open goal surfaced as the "unsolved goals" error.

The diff replaces `ring` with `ring1`, which has no such fallback and either closes the goal or fails. On the σy goal it fails, so `first` goes on to `linear_combination`, which closes it.

The change, after which it compiles:

```diff
@@ -38,5 +38,5 @@
   -- compare the coefficients of σx and σy
   match_scalars <;> first
-    | ring
+    | ring1
     | linear_combination ((a : ℂ) * d) * Complex.I_sq
 
```
